# For finitely many pairs, the RPA frequency integral equals the plasmon formula

In the direct random-phase approximation, the correlation energy of a molecule can be written in two ways. One is an integral over imaginary frequency of the logarithm of a response determinant, with a trace subtracted. The other, the plasmon formula, is half the difference between the sum of the excitation energies and the trace of a matrix. Do the two expressions give the same number?

Label the occupied–virtual orbital pairs by i. In units where ħ = 1, let dᵢ > 0 be the orbital-energy gap of pair i, D the diagonal matrix of these gaps, and K the real matrix of Coulomb couplings between pairs, with spin factors absorbed. In the usual notation for real orbitals, A = D + K and B = K. The claim is

(1/2π) ∫₀^∞ [ln det(1 + Q(u)) − tr Q(u)] du = ½ (Σₖ wₖ − tr D − tr K),

where Q(u) = 2D(D² + u²)⁻¹K and the wₖ ≥ 0 are the excitation energies. For a finite set of pairs and a frequency-independent K, this identity gives the exact value against which a numerical frequency grid can be compared.

## Pairs, response and excitation energies

In the code, `n` is the finite type that labels the pairs, and `d : n → ℝ` lists the gaps.

In Lean 4 with Mathlib:

```lean
import Mathlib

open Matrix MeasureTheory Set Filter Topology

namespace RPAFrequencyIntegration

noncomputable section

variable {n : Type*} [Fintype n] [DecidableEq n]
```

The squared excitation energies are the eigenvalues of (A − B)(A + B), which here is

M = D(D + 2K).

```lean
/-- The RPA matrix `D (D + 2K)` for pair energies `d` and coupling `K`. -/
def casidaMatrix (d : n → ℝ) (K : Matrix n n ℝ) : Matrix n n ℝ :=
  diagonal d * (diagonal d + (2 : ℝ) • K)
```

At imaginary frequency iu, the non-interacting response of pair i is −2dᵢ/(dᵢ² + u²). Multiplying by K and changing the sign gives Q(u). Since D² + u² is diagonal, its inverse is written entry by entry:

Q(u)ᵢⱼ = 2dᵢ/(dᵢ² + u²) · Kᵢⱼ.

```lean
/-- The matrix `Q(u) = 2 D (D² + u²)⁻¹ K` at imaginary frequency `iu`, for nonzero pair
energies `d`. -/
def rpaQ (d : n → ℝ) (K : Matrix n n ℝ) (u : ℝ) : Matrix n n ℝ :=
  diagonal (fun i => 2 * d i / (d i ^ 2 + u ^ 2)) * K
```

The excitation energies enter through the characteristic polynomial, which counts each eigenvalue with its multiplicity:

det(x − M) = ∏ₖ (x − wₖ²), with every wₖ ≥ 0.

Physically, this condition says that the reference state has no imaginary excitation energy. A zero mode is allowed.

```lean
/-- The numbers `w k` are nonnegative and their squares are the eigenvalues of `D (D + 2K)`,
counted with multiplicity. -/
def IsExcitationSpectrum (d : n → ℝ) (K : Matrix n n ℝ) (w : n → ℝ) : Prop :=
  (∀ k, 0 ≤ w k) ∧
    (casidaMatrix d K).charpoly = ∏ k, (Polynomial.X - Polynomial.C (w k ^ 2))
```

The logarithm of the determinant will split into terms ln(a² + u²), with a an excitation energy or a gap. Such a term grows at large u and has no finite integral by itself. Subtracting 2 ln u gives a function that does:

L_a(u) = ln(a² + u²) − 2 ln u = ln(1 + a²/u²), for u > 0.

There are as many excitation energies as gaps, so the subtracted terms cancel in the end.

```lean
/-- The function `ln(a² + u²) - 2 ln u` of a frequency `u > 0`. -/
def logMode (a u : ℝ) : ℝ := Real.log (a ^ 2 + u ^ 2) - 2 * Real.log u
```

## Real excitation energies for a positive semidefinite coupling

Suppose K is positive semidefinite, as a matrix of Coulomb integrals between real pair densities is. Put S = D^½ and B′ = D + 2K. Then M = S(SB′), and exchanging the two factors leaves the characteristic polynomial unchanged:

det(x − S(SB′)) = det(x − SB′S).

The matrix SB′S is symmetric and positive semidefinite, so its eigenvalues are nonnegative and their square roots serve as the wₖ. In the proof, `B` stands for B′, `hA` records the positivity of SB′S, and `Matrix.charpoly_mul_comm` makes the exchange.

```lean
/-- For positive pair energies and a positive semidefinite coupling `K`, the eigenvalues of
`D (D + 2K)` are squares of real nonnegative numbers `w k`. -/
theorem exists_excitationSpectrum {d : n → ℝ} {K : Matrix n n ℝ} (hd : ∀ i, 0 < d i)
    (hK : K.PosSemidef) : ∃ w, IsExcitationSpectrum d K w := by
  obtain ⟨S, hS⟩ : ∃ S : Matrix n n ℝ, S = diagonal (fun i => √(d i)) := ⟨_, rfl⟩
  obtain ⟨B, hB⟩ : ∃ B : Matrix n n ℝ, B = diagonal d + (2 : ℝ) • K := ⟨_, rfl⟩
  have hSS : S * S = diagonal d := by
    rw [hS, diagonal_mul_diagonal]
    congr 1
    funext i
    exact Real.mul_self_sqrt (hd i).le
  have hBpos : B.PosSemidef := by
    rw [hB, two_smul]
    exact (PosSemidef.diagonal fun i => (hd i).le).add (hK.add hK)
  have hA : (S * B * S).PosSemidef := by
    have h := hBpos.mul_mul_conjTranspose_same S
    rwa [show Sᴴ = S by rw [hS, diagonal_conjTranspose, star_trivial]] at h
  refine ⟨fun k => √(hA.1.eigenvalues k), fun k => Real.sqrt_nonneg _, ?_⟩
  -- D(D + 2K) has the spectrum of the symmetric matrix D^½ (D + 2K) D^½
  rw [casidaMatrix, ← hB, ← hSS, mul_assoc, Matrix.charpoly_mul_comm, hA.1.charpoly_eq]
  exact Finset.prod_congr rfl fun k _ => congrArg
    (fun t : ℝ => Polynomial.X - Polynomial.C t) (Real.sq_sqrt (hA.eigenvalues_nonneg k)).symm
```

## The determinant as a ratio of products

Multiplying by D² + u² clears the denominator:

(D² + u²)(1 + Q(u)) = D² + u² + 2DK = u² + M.

With N the number of pairs, the characteristic polynomial at x = −u² gives

det(u² + M) = (−1)^N det(−u² − M) = (−1)^N ∏ₖ (−u² − wₖ²) = ∏ₖ (wₖ² + u²).

Dividing by det(D² + u²) yields

det(1 + Q(u)) = ∏ₖ (wₖ² + u²) / ∏ᵢ (dᵢ² + u²).

The step `hfac` is the matrix identity, checked separately on and off the diagonal, and `hsign` absorbs the factor (−1)^N.

```lean
/-- The determinant of `1 + Q(u)` is the ratio of the products of `w² + u²` and `d² + u²`. -/
theorem det_one_add_rpaQ {d w : n → ℝ} {K : Matrix n n ℝ} (hd : ∀ i, 0 < d i)
    (hw : IsExcitationSpectrum d K w) (u : ℝ) :
    (1 + rpaQ d K u).det = (∏ k, (w k ^ 2 + u ^ 2)) / ∏ i, (d i ^ 2 + u ^ 2) := by
  have hp : ∀ i, 0 < d i ^ 2 + u ^ 2 := fun i => by
    have := hd i
    positivity
  -- clearing the denominator D² + u² leaves u² + D(D + 2K)
  have hfac : diagonal (fun i => d i ^ 2 + u ^ 2) * (1 + rpaQ d K u)
      = -(scalar n (-u ^ 2) - casidaMatrix d K) := by
    ext i j
    have key : (d i ^ 2 + u ^ 2) * (2 * d i / (d i ^ 2 + u ^ 2)) = 2 * d i :=
      mul_div_cancel₀ _ (hp i).ne'
    simp only [rpaQ, casidaMatrix, scalar_apply, Matrix.diagonal_mul, Matrix.add_apply,
      Matrix.neg_apply, Matrix.sub_apply, Matrix.smul_apply, smul_eq_mul]
    by_cases h : i = j
    · subst h
      simp only [Matrix.one_apply_eq, Matrix.diagonal_apply_eq]
      linear_combination K i i * key
    · simp only [Matrix.one_apply_ne h, Matrix.diagonal_apply_ne _ h]
      linear_combination K i j * key
  have hsign : (-1 : ℝ) ^ Fintype.card n * ∏ k, (-u ^ 2 - w k ^ 2)
      = ∏ k, (w k ^ 2 + u ^ 2) := by
    rw [← Finset.card_univ, ← Finset.prod_const (-1 : ℝ), ← Finset.prod_mul_distrib]
    exact Finset.prod_congr rfl fun k _ => by ring
  have hc := Matrix.eval_charpoly (casidaMatrix d K) (-u ^ 2)
  rw [hw.2, Polynomial.eval_prod] at hc
  simp only [Polynomial.eval_sub, Polynomial.eval_X, Polynomial.eval_C] at hc
  have h := congrArg Matrix.det hfac
  rw [det_mul, det_diagonal, det_neg, ← hc, hsign] at h
  rw [eq_div_iff (Finset.prod_pos fun i _ => hp i).ne', mul_comm]
  exact h
```

## Integrals over a single mode

For a > 0, the chain rule gives

d/du [2a arctan(u/a)] = 2/(1 + u²/a²) = 2a²/(a² + u²),

and as u → ∞ the function tends to 2a · π/2 = πa.

```lean
/-- For `a > 0` the function `2a arctan(u/a)` has derivative `2a² / (a² + u²)` and tends to
`π a` at large `u`. -/
theorem arctan_primitive {a : ℝ} (ha : 0 < a) :
    (∀ u, HasDerivAt (fun x => 2 * a * Real.arctan (x / a)) (2 * a ^ 2 / (a ^ 2 + u ^ 2)) u) ∧
    Tendsto (fun u => 2 * a * Real.arctan (u / a)) atTop (𝓝 (Real.pi * a)) := by
  constructor
  · intro u
    refine ((((hasDerivAt_id' u).div_const a).arctan).const_mul (2 * a)).congr_deriv ?_
    have e : 1 + (u / a) ^ 2 = (a ^ 2 + u ^ 2) / a ^ 2 := by field_simp
    have hp : a ^ 2 + u ^ 2 ≠ 0 := by positivity
    rw [e]
    field_simp
  · rw [show Real.pi * a = 2 * a * (Real.pi / 2) by ring]
    exact ((Real.tendsto_arctan_atTop.mono_right nhdsWithin_le_nhds).comp
      (tendsto_id.atTop_div_const ha)).const_mul (2 * a)
```

This supplies the missing part of a primitive for L_a. Take

g(u) = u ln(a² + u²) − 2u ln u + 2a arctan(u/a).

Its derivative for u > 0 is

g′(u) = ln(a² + u²) + 2u²/(a² + u²) − 2 ln u − 2 + 2a²/(a² + u²) = L_a(u),

because the two fractions add up to 2. Since u ln u → 0 as u → 0, g starts from 0. At large u, the inequality ln(1 + x) ≤ x gives

0 ≤ u L_a(u) ≤ a²/u → 0,

so g(u) = u L_a(u) + 2a arctan(u/a) → πa. Therefore

∫₀^∞ L_a(u) du = πa.

For a = 0 the integrand vanishes, and so does the integral. In the proof, `hL` holds the two bounds, `hder` the derivative and `hlim` the limit. Because L_a is nonnegative, the finite limit of its primitive also establishes integrability.

```lean
/-- For `a ≥ 0` the function `ln(a² + u²) - 2 ln u` is integrable over `u > 0`, with integral
`π a`. -/
theorem mode_integral {a : ℝ} (ha : 0 ≤ a) :
    IntegrableOn (logMode a) (Ioi 0) ∧ ∫ u in Ioi (0 : ℝ), logMode a u = Real.pi * a := by
  rcases ha.eq_or_lt with rfl | ha
  · have e : logMode 0 = fun _ => 0 := by
      funext u
      simp [logMode]
    simp [e]
  obtain ⟨hat, hal⟩ := arctan_primitive ha
  have hp : ∀ u : ℝ, a ^ 2 + u ^ 2 ≠ 0 := fun u => by positivity
  -- ln(1 + x) ≤ x controls the integrand at large u
  have hL : ∀ u : ℝ, 0 < u → 0 ≤ logMode a u ∧ u * logMode a u ≤ a ^ 2 / u := by
    intro u hu
    have hU : u ^ 2 ≠ 0 := by positivity
    have e : logMode a u = Real.log (a ^ 2 / u ^ 2 + 1) := by
      rw [logMode, show 2 * Real.log u = Real.log (u ^ 2) by simp,
        ← Real.log_div (hp u) hU, add_div, div_self hU]
    have h := Real.log_le_sub_one_of_pos (show 0 < a ^ 2 / u ^ 2 + 1 by positivity)
    rw [e]
    refine ⟨Real.log_nonneg (le_add_of_nonneg_left (by positivity)), ?_⟩
    calc _ ≤ u * (a ^ 2 / u ^ 2) := mul_le_mul_of_nonneg_left (by linarith) hu.le
      _ = a ^ 2 / u := by field_simp
  let g : ℝ → ℝ := fun u => u * Real.log (a ^ 2 + u ^ 2) - 2 * (u * Real.log u)
    + 2 * a * Real.arctan (u / a)
  have hc : ContinuousWithinAt g (Ici 0) 0 := by
    have h : Continuous fun x : ℝ => a ^ 2 + x ^ 2 := by fun_prop
    exact (((continuous_id.mul (h.log hp)).sub
      (continuous_const.mul Real.continuous_mul_log)).add
      (continuous_iff_continuousAt.2 fun u => (hat u).continuousAt)).continuousWithinAt
  have hder : ∀ u ∈ Ioi (0 : ℝ), HasDerivAt g (logMode a u) u := by
    intro u hu
    have h1 : HasDerivAt (fun x => a ^ 2 + x ^ 2) (2 * u) u := by
      simpa using (hasDerivAt_pow 2 u).const_add (a ^ 2)
    refine ((((hasDerivAt_id' u).fun_mul (h1.log (hp u))).fun_sub
      ((Real.hasDerivAt_mul_log (ne_of_gt hu)).const_mul 2)).fun_add (hat u)).congr_deriv ?_
    rw [logMode]
    linear_combination 2 * mul_inv_cancel₀ (hp u)
  have hlim : Tendsto g atTop (𝓝 (Real.pi * a)) := by
    have h0 : Tendsto (fun u => u * logMode a u) atTop (𝓝 0) :=
      squeeze_zero' (g := fun u : ℝ => a ^ 2 / u)
        ((eventually_gt_atTop (0 : ℝ)).mono fun u hu => mul_nonneg hu.le (hL u hu).1)
        ((eventually_gt_atTop (0 : ℝ)).mono fun u hu => (hL u hu).2)
        (tendsto_const_nhds.div_atTop tendsto_id)
    have h := h0.add hal
    rw [zero_add] at h
    exact h.congr fun u => by
      simp only [g, logMode]
      ring
  have hpos : ∀ u ∈ Ioi (0 : ℝ), 0 ≤ logMode a u := fun u hu => (hL u hu).1
  exact ⟨integrableOn_Ioi_deriv_of_nonneg hc hder hpos hlim,
    (integral_Ioi_of_hasDerivAt_of_nonneg hc hder hpos hlim).trans (by simp [g])⟩
```

The trace term needs a Lorentzian. Dividing the arctangent primitive by d gives 2 arctan(u/d), so

∫₀^∞ 2d/(d² + u²) du = 2 · π/2 = π.

```lean
/-- For `d > 0` the Lorentzian `2d / (d² + u²)` is integrable over `u > 0`, with integral
`π`. -/
theorem lorentzian_integral {d : ℝ} (hd : 0 < d) :
    IntegrableOn (fun u => 2 * d / (d ^ 2 + u ^ 2)) (Ioi 0) ∧
    ∫ u in Ioi (0 : ℝ), 2 * d / (d ^ 2 + u ^ 2) = Real.pi := by
  have hder : ∀ u : ℝ, HasDerivAt (fun x => d⁻¹ * (2 * d * Real.arctan (x / d)))
      (2 * d / (d ^ 2 + u ^ 2)) u := fun u =>
    (((arctan_primitive hd).1 u).const_mul d⁻¹).congr_deriv (by field_simp)
  have hlim := (arctan_primitive hd).2.const_mul d⁻¹
  rw [show d⁻¹ * (Real.pi * d) = Real.pi by field_simp] at hlim
  have hc := (hder 0).continuousAt.continuousWithinAt (s := Ici 0)
  have hpos : ∀ u ∈ Ioi (0 : ℝ), 0 ≤ 2 * d / (d ^ 2 + u ^ 2) := fun u _ => by positivity
  exact ⟨integrableOn_Ioi_deriv_of_nonneg hc (fun u _ => hder u) hpos hlim,
    (integral_Ioi_of_hasDerivAt_of_nonneg hc (fun u _ => hder u) hpos hlim).trans (by simp)⟩
```

Combining the three integrals, for any real weight k,

∫₀^∞ [L_w(u) − L_d(u) − k · 2d/(d² + u²)] du = π(w − d − k).

```lean
/-- The logarithms of modes `w ≥ 0` and `d > 0`, minus a Lorentzian of weight `k`, integrate
to `π (w - d - k)`. -/
theorem pair_integral {w d : ℝ} (hw : 0 ≤ w) (hd : 0 < d) (k : ℝ) :
    IntegrableOn (fun u => logMode w u - logMode d u - 2 * d / (d ^ 2 + u ^ 2) * k) (Ioi 0) ∧
    ∫ u in Ioi (0 : ℝ), (logMode w u - logMode d u - 2 * d / (d ^ 2 + u ^ 2) * k)
      = Real.pi * (w - d - k) := by
  obtain ⟨h1, e1⟩ := mode_integral hw
  obtain ⟨h2, e2⟩ := mode_integral hd.le
  obtain ⟨h3, e3⟩ := lorentzian_integral hd
  have h12 : IntegrableOn (fun u => logMode w u - logMode d u) (Ioi 0) := h1.sub h2
  refine ⟨h12.sub (h3.mul_const k), ?_⟩
  rw [integral_sub h12 (h3.mul_const k), integral_sub h1 h2, integral_mul_const, e1, e2, e3]
  ring
```

## Summing over the pairs

The trace of Q(u) is Σᵢ Kᵢᵢ · 2dᵢ/(dᵢ² + u²). With the determinant formula, the integrand for u > 0 becomes

ln det(1 + Q(u)) − tr Q(u) = Σᵢ [L_{wᵢ}(u) − L_{dᵢ}(u) − Kᵢᵢ · 2dᵢ/(dᵢ² + u²)].

Here wᵢ and dᵢ merely share a label; no excitation is assigned to a particular orbital pair. Integrating term by term gives π Σᵢ (wᵢ − dᵢ − Kᵢᵢ), and division by 2π gives the claim. The step `heq` is this decomposition, and `hp` applies the preceding integral to each pair.

The theorem states both that the integrand is integrable over u > 0, written `Ioi 0`, and that the integral has the stated value. Its hypotheses are positive gaps and `IsExcitationSpectrum d K w`. It does not require K to be symmetric or positive semidefinite; positivity is used only in the earlier theorem, to guarantee that suitable wₖ exist. The derivation of either energy expression from the many-electron problem is not treated, nor is the error of a finite frequency grid.

```lean
/-- The integrand `ln det(1 + Q(u)) - tr Q(u)` is integrable over `u > 0`, and its integral
divided by `2π` equals `(∑ w - tr D - tr K) / 2`. -/
theorem rpa_frequency_integral {d w : n → ℝ} {K : Matrix n n ℝ} (hd : ∀ i, 0 < d i)
    (hw : IsExcitationSpectrum d K w) :
    IntegrableOn (fun u => Real.log (1 + rpaQ d K u).det - (rpaQ d K u).trace) (Ioi 0) ∧
    1 / (2 * Real.pi) *
        ∫ u in Ioi (0 : ℝ), (Real.log (1 + rpaQ d K u).det - (rpaQ d K u).trace)
      = (∑ k, w k - (diagonal d).trace - K.trace) / 2 := by
  have hlog : ∀ f : n → ℝ, (∀ i, 0 < f i) →
      Real.log (∏ i, f i) = ∑ i, Real.log (f i) := fun f hf => by
    rw [Real.log_prod]
    exact fun i _ => (hf i).ne'
  -- the integrand is a sum over pairs
  have heq : ∀ u ∈ Ioi (0 : ℝ), Real.log (1 + rpaQ d K u).det - (rpaQ d K u).trace
      = ∑ i, (logMode (w i) u - logMode (d i) u
          - 2 * d i / (d i ^ 2 + u ^ 2) * K i i) := by
    intro u hu
    have hu' : 0 < u := hu
    have hW : ∀ i, 0 < w i ^ 2 + u ^ 2 := fun i => by positivity
    have hD : ∀ i, 0 < d i ^ 2 + u ^ 2 := fun i => by positivity
    rw [det_one_add_rpaQ hd hw, Real.log_div (Finset.prod_pos fun i _ => hW i).ne'
      (Finset.prod_pos fun i _ => hD i).ne', hlog _ hW, hlog _ hD]
    simp only [rpaQ, logMode, Matrix.trace, Matrix.diag_apply, Matrix.diagonal_mul,
      Finset.sum_sub_distrib]
    ring
  have hp := fun i => pair_integral (hw.1 i) (hd i) (K i i)
  constructor
  · exact IntegrableOn.congr_fun (integrable_finsetSum _ fun i _ => (hp i).1)
      (fun u hu => (heq u hu).symm) measurableSet_Ioi
  · rw [setIntegral_congr_fun measurableSet_Ioi heq,
      integral_finsetSum _ (fun i _ => (hp i).1), Finset.sum_congr rfl fun i _ => (hp i).2]
    simp only [Matrix.trace, Matrix.diag_apply, Matrix.diagonal_apply_eq,
      ← Finset.mul_sum, Finset.sum_sub_distrib]
    linear_combination ((∑ i, w i - ∑ i, d i - ∑ i, K i i) / 2) *
      mul_inv_cancel₀ Real.pi_ne_zero

end

end RPAFrequencyIntegration
```

```lean
#print axioms RPAFrequencyIntegration.exists_excitationSpectrum
-- 'RPAFrequencyIntegration.exists_excitationSpectrum' depends on axioms: [propext, Classical.choice, Quot.sound]
#print axioms RPAFrequencyIntegration.rpa_frequency_integral
-- 'RPAFrequencyIntegration.rpa_frequency_integral' depends on axioms: [propext, Classical.choice, Quot.sound]
```

## Without the trace, and with one pair

If the trace is left out of the integrand, the same argument by hand gives

(1/2π) ∫₀^∞ ln det(1 + Q(u)) du = ½ (Σₖ wₖ − tr D),

the change in zero-point energy when oscillators of frequencies dᵢ are coupled into modes of frequencies wₖ. Subtracting tr Q removes the part of first order in K.

A single pair with gap d and coupling κ shows this directly. The excitation energy is w = √(d(d + 2κ)), real as long as d + 2κ ≥ 0, and the right-hand side of the theorem becomes

½ (√(d(d + 2κ)) − d − κ).

For small κ this is −κ²/(4d) to leading order, so the energy begins at second order in the coupling. The theorem also covers negative κ down to −d/2, where the excitation energy is zero and the expression equals −d/4. Negative values are only a mathematical extension here, because the Coulomb coupling of a real pair density with itself has κ ≥ 0.
